# Davidson's correction cancels the fourth-order renormalisation energy of a CI matrix with a fixed, positive definite excited block

A reference configuration at energy $0$, coupled by $t$ to one excited configuration at energy $1$, has lowest energy $E=\tfrac12\bigl(1-\sqrt{1+4t^2}\bigr)=-t^2+t^4-\dots$, while Davidson's correction $(1-w)E$, with $w$ the reference weight in the ground state, starts with $-t^4$ and removes the fourth-order term. The same happens for any finite number of excited configurations with real couplings proportional to $t$, provided that their block $M$ of the matrix is real, positive definite and independent of $t$.

In Lean 4 with Mathlib:

```lean
import Mathlib

open Matrix Filter Topology

namespace DavidsonFourthOrder

noncomputable section

variable {n m : Type*} [Fintype n] [DecidableEq n] [Fintype m] [DecidableEq m]

/-- The configuration-interaction matrix with reference energy zero, coupling `t v` between the
reference and the excited configurations, and excited block `M`. -/
def ciMatrix (M : Matrix n n ℝ) (v : n → ℝ) (t : ℝ) : Matrix (Unit ⊕ n) (Unit ⊕ n) ℝ :=
  fromBlocks 0 (of fun _ j => t * v j) (of fun i _ => t * v i) M

/-- `ψ` is a nonzero eigenvector of `H` whose eigenvalue `E` is the lowest one. -/
structure IsGroundState (H : Matrix m m ℝ) (E : ℝ) (ψ : m → ℝ) : Prop where
  ne_zero : ψ ≠ 0
  eigen : H *ᵥ ψ = E • ψ
  lowest : ∀ (e : ℝ) (φ : m → ℝ), φ ≠ 0 → H *ᵥ φ = e • φ → E ≤ e

/-- The weight of the reference configuration in a nonzero state `ψ`. -/
def refWeight (ψ : Unit ⊕ n → ℝ) : ℝ := ψ (Sum.inl ()) ^ 2 / (ψ ⬝ᵥ ψ)

/-- The second-order coefficient `q = ⟨v, M⁻¹ v⟩`, for invertible `M`. -/
def secondOrder (M : Matrix n n ℝ) (v : n → ℝ) : ℝ := v ⬝ᵥ (M⁻¹ *ᵥ v)

/-- The squared norm `s = ⟨M⁻¹ v, M⁻¹ v⟩` of the first-order amplitudes, for invertible `M`. -/
def firstOrderNorm (M : Matrix n n ℝ) (v : n → ℝ) : ℝ := (M⁻¹ *ᵥ v) ⬝ᵥ (M⁻¹ *ᵥ v)

/-- The vectors of the eigenbasis of a real symmetric matrix are nonzero. -/
theorem eigenvector_ne_zero {H : Matrix m m ℝ} (hH : H.IsHermitian) (j : m) :
    (hH.eigenvectorBasis j).ofLp ≠ 0 := by
  intro h
  apply hH.eigenvectorBasis.orthonormal.ne_zero j
  ext k
  exact congrFun h k

/-- Every real symmetric matrix of nonzero size has a ground state. -/
theorem exists_groundState [Nonempty m] {H : Matrix m m ℝ} (hH : H.IsHermitian) :
    ∃ E ψ, IsGroundState H E ψ := by
  obtain ⟨i, hi⟩ := Finite.exists_min hH.eigenvalues
  refine ⟨_, _, eigenvector_ne_zero hH i, hH.mulVec_eigenvectorBasis i, ?_⟩
  intro e φ hφ0 hφ
  by_contra hlt
  have hT : Hᵀ = H := by
    rw [← conjTranspose_eq_transpose_of_trivial]
    exact hH.eq
  -- an eigenvector below the whole eigenbasis is orthogonal to all of it
  have horth : ∀ j, (hH.eigenvectorBasis j).ofLp ⬝ᵥ φ = 0 := by
    intro j
    have h1 : (hH.eigenvectorBasis j).ofLp ⬝ᵥ (H *ᵥ φ)
        = (H *ᵥ (hH.eigenvectorBasis j).ofLp) ⬝ᵥ φ := by
      rw [dotProduct_mulVec, ← mulVec_transpose, hT]
    rw [hφ, hH.mulVec_eigenvectorBasis j, dotProduct_smul, smul_dotProduct] at h1
    simp only [smul_eq_mul] at h1
    have hne : hH.eigenvalues j - e ≠ 0 := by
      have := hi j
      have := not_le.1 hlt
      intro h
      linarith
    exact (mul_eq_zero.1 (by linear_combination -h1)).resolve_left hne
  have hz : WithLp.toLp 2 φ = (0 : EuclideanSpace ℝ m) := by
    apply hH.eigenvectorBasis.repr.injective
    ext j
    rw [OrthonormalBasis.repr_apply_apply]
    simpa [PiLp.inner_apply, dotProduct, mul_comm] using horth j
  exact hφ0 (congrArg WithLp.ofLp hz)

omit [Fintype n] [DecidableEq n] in
/-- The configuration-interaction matrix is symmetric when its excited block is. -/
theorem ciMatrix_isHermitian {M : Matrix n n ℝ} (hM : M.IsHermitian) (v : n → ℝ) (t : ℝ) :
    (ciMatrix M v t).IsHermitian := by
  apply Matrix.IsHermitian.ext
  rintro (i | i) (j | j)
  · simp [ciMatrix]
  · simp [ciMatrix]
  · simp [ciMatrix]
  · simpa [ciMatrix] using hM.apply i j

/-- For a symmetric excited block, the ground-state energy does not exceed the reference
energy zero. -/
theorem energy_nonpos {M : Matrix n n ℝ} (hM : M.IsHermitian) {v : n → ℝ} {t E : ℝ}
    {ψ : Unit ⊕ n → ℝ} (h : IsGroundState (ciMatrix M v t) E ψ) : E ≤ 0 := by
  by_contra hE
  have hH := ciMatrix_isHermitian hM v t
  have hp : (ciMatrix M v t).PosDef := hH.posDef_iff_eigenvalues_pos.2 fun j =>
    lt_of_lt_of_le (not_le.1 hE)
      (h.lowest _ _ (eigenvector_ne_zero hH j) (hH.mulVec_eigenvectorBasis j))
  have h0 := hp.diag_pos (i := Sum.inl ())
  simp [ciMatrix] at h0

/-- For positive definite `M` and a ground state `ψ` with energy `E`, there are amplitudes `d` of
norm at most one such that `(1, d)` obeys the eigenvalue equations with energy `E` and the reference
weight of `ψ` is `1 / (1 + d ⬝ᵥ d)`. -/
theorem exists_amplitudes {M : Matrix n n ℝ} (hM : M.PosDef) {v : n → ℝ} {t E : ℝ}
    {ψ : Unit ⊕ n → ℝ} (h : IsGroundState (ciMatrix M v t) E ψ) :
    ∃ d : n → ℝ, E = t * (v ⬝ᵥ d) ∧ M *ᵥ d + t • v = E • d ∧ d ⬝ᵥ d ≤ 1 ∧
      refWeight ψ = 1 / (1 + d ⬝ᵥ d) := by
  have hE0 := energy_nonpos hM.isHermitian h
  obtain ⟨a, ha⟩ : ∃ a, a = ψ (Sum.inl ()) := ⟨_, rfl⟩
  obtain ⟨c, hc⟩ : ∃ c : n → ℝ, c = fun i => ψ (Sum.inr i) := ⟨_, rfl⟩
  have h0 : t * (v ⬝ᵥ c) = E * a := by
    simpa [ha, hc, ciMatrix, mulVec, dotProduct, Fintype.sum_sum_type, Finset.mul_sum,
      mul_assoc] using congrFun h.eigen (Sum.inl ())
  have h1 : ∀ i, t * v i * a + (M *ᵥ c) i = E * c i := fun i => by
    simpa [ha, hc, ciMatrix, mulVec, dotProduct, Fintype.sum_sum_type]
      using congrFun h.eigen (Sum.inr i)
  have hcc : 0 ≤ c ⬝ᵥ c := Finset.sum_nonneg fun i _ => mul_self_nonneg _
  -- without reference component, `M` would have an eigenvalue `E ≤ 0`
  have ha0 : a ≠ 0 := by
    intro hz
    have hc0 : c ≠ 0 := by
      intro hcz
      apply h.ne_zero
      funext k
      rcases k with k | k
      · exact ha.symm.trans hz
      · have := congrFun hcz k
        rwa [hc] at this
    have hMc : M *ᵥ c = E • c := by
      funext i
      simpa [hz] using h1 i
    have p := hM.dotProduct_mulVec_pos hc0
    rw [star_trivial, hMc, dotProduct_smul, smul_eq_mul] at p
    nlinarith [mul_nonneg (neg_nonneg.2 hE0) hcc]
  have hia : a⁻¹ * a = 1 := inv_mul_cancel₀ ha0
  obtain ⟨d, hd⟩ : ∃ d, d = a⁻¹ • c := ⟨_, rfl⟩
  have e1 : E = t * (v ⬝ᵥ d) := by
    rw [hd, dotProduct_smul, smul_eq_mul]
    linear_combination -a⁻¹ * h0 - E * hia
  have e2 : M *ᵥ d + t • v = E • d := by
    funext i
    rw [hd, mulVec_smul]
    simp only [Pi.add_apply, Pi.smul_apply, smul_eq_mul]
    linear_combination a⁻¹ * h1 i - t * v i * hia
  refine ⟨d, e1, e2, ?_, ?_⟩
  · by_contra hgt
    have hgt := not_le.1 hgt
    have hd0 : d ≠ 0 := by
      intro hz
      rw [hz, dotProduct_zero] at hgt
      linarith
    have p := hM.dotProduct_mulVec_pos hd0
    rw [star_trivial, eq_sub_of_add_eq e2, dotProduct_sub, dotProduct_smul, dotProduct_smul,
      dotProduct_comm d v] at p
    simp only [smul_eq_mul] at p
    nlinarith [mul_nonneg (neg_nonneg.2 hE0) (sub_nonneg.2 hgt.le)]
  · have hψ : ψ ⬝ᵥ ψ = a ^ 2 + c ⬝ᵥ c := by
      simp [ha, hc, dotProduct, Fintype.sum_sum_type, sq]
    rw [refWeight, hψ, ← ha, hd, smul_dotProduct, dotProduct_smul]
    simp only [smul_eq_mul]
    generalize c ⬝ᵥ c = r at hcc
    have hr : 0 ≤ a⁻¹ * (a⁻¹ * r) := by
      rw [← mul_assoc]
      exact mul_nonneg (mul_self_nonneg _) hcc
    rw [div_eq_div_iff (by positivity) (by linarith)]
    linear_combination r * (a⁻¹ * a + 1) * hia

/-- For positive definite `M`, amplitudes of norm at most one that solve the eigenvalue equations at
every coupling `t` approach first-order perturbation theory: `d / t` tends to `-M⁻¹ v` as `t → 0`.
-/
theorem amplitude_limit {M : Matrix n n ℝ} (hM : M.PosDef) {v : n → ℝ} {E : ℝ → ℝ}
    {d : ℝ → n → ℝ} (hE : ∀ t, E t = t * (v ⬝ᵥ d t))
    (hd : ∀ t, M *ᵥ d t + t • v = E t • d t) (hn : ∀ t, d t ⬝ᵥ d t ≤ 1) :
    Tendsto (fun t => t⁻¹ • d t) (𝓝[≠] 0) (𝓝 (-(M⁻¹ *ᵥ v))) := by
  have hdet : IsUnit M.det := hM.det_pos.ne'.isUnit
  obtain ⟨F, hF⟩ : ∃ F : (n → ℝ) → (n → ℝ),
      F = fun x => (v ⬝ᵥ x) • (M⁻¹ *ᵥ x) - M⁻¹ *ᵥ v := ⟨_, rfl⟩
  have hFc : Continuous F := by
    have c1 : Continuous fun x : n → ℝ => v ⬝ᵥ x := by
      simp only [dotProduct]
      fun_prop
    have c2 : Continuous fun x : n → ℝ => M⁻¹ *ᵥ x := continuous_pi fun i => by
      simp only [mulVec, dotProduct]
      fun_prop
    rw [hF]
    exact (c1.smul c2).sub continuous_const
  -- the amplitude equation solved for `d`
  have key : ∀ t, d t = t • F (d t) := fun t => by
    calc d t = M⁻¹ *ᵥ (M *ᵥ d t) := by
          rw [mulVec_mulVec, nonsing_inv_mul _ hdet, one_mulVec]
      _ = M⁻¹ *ᵥ (E t • d t - t • v) := by rw [eq_sub_of_add_eq (hd t)]
      _ = t • F (d t) := by
          simp only [hF]
          rw [mulVec_sub, mulVec_smul, mulVec_smul, hE t, smul_sub, smul_smul]
  have hball : ∀ t, d t ∈ Metric.closedBall (0 : n → ℝ) 1 := fun t => by
    rw [mem_closedBall_zero_iff, pi_norm_le_iff_of_nonneg zero_le_one]
    intro i
    have hi : d t i * d t i ≤ 1 := le_trans
      (Finset.single_le_sum (f := fun j => d t j * d t j)
        (fun j _ => mul_self_nonneg _) (Finset.mem_univ i)) (hn t)
    rw [Real.norm_eq_abs]
    exact abs_le.2 ⟨by nlinarith, by nlinarith⟩
  obtain ⟨C, hC⟩ := (isCompact_closedBall (0 : n → ℝ) 1).exists_bound_of_continuousOn
    hFc.continuousOn
  have hlim : Tendsto (fun t : ℝ => |t| * C) (𝓝 0) (𝓝 0) := by
    have hc : Continuous fun t : ℝ => |t| * C := by fun_prop
    simpa using hc.tendsto 0
  have hd0 : Tendsto d (𝓝[≠] 0) (𝓝 0) := by
    refine squeeze_zero_norm (fun t => ?_) (hlim.mono_left nhdsWithin_le_nhds)
    calc ‖d t‖ = ‖t • F (d t)‖ := congrArg norm (key t)
      _ = |t| * ‖F (d t)‖ := by rw [norm_smul, Real.norm_eq_abs]
      _ ≤ |t| * C := mul_le_mul_of_nonneg_left (hC _ (hball t)) (abs_nonneg t)
  have h1 := (hFc.tendsto 0).comp hd0
  have hF0 : F 0 = -(M⁻¹ *ᵥ v) := by simp [hF]
  rw [hF0] at h1
  refine h1.congr' ?_
  filter_upwards [self_mem_nhdsWithin] with t ht
  have ht0 : t ≠ 0 := ht
  calc (F ∘ d) t = t⁻¹ • (t • F (d t)) := (inv_smul_smul₀ ht0 _).symm
    _ = t⁻¹ • d t := by rw [← key t]

/-- For positive definite `M`, the energy beyond second order, divided by `t⁴`, tends to the
renormalisation term `q s` as `t → 0`. -/
theorem energy_fourth_order {M : Matrix n n ℝ} (hM : M.PosDef) {v : n → ℝ} {E : ℝ → ℝ}
    {ψ : ℝ → Unit ⊕ n → ℝ} (h : ∀ t, IsGroundState (ciMatrix M v t) (E t) (ψ t)) :
    Tendsto (fun t => (E t + secondOrder M v * t ^ 2) / t ^ 4) (𝓝[≠] 0)
      (𝓝 (secondOrder M v * firstOrderNorm M v)) := by
  choose d hE hd hn _ using fun t => exists_amplitudes hM (h t)
  have hx := amplitude_limit hM hE hd hn
  have hdet : IsUnit M.det := hM.det_pos.ne'.isUnit
  have hT : Mᵀ = M := by
    rw [← conjTranspose_eq_transpose_of_trivial]
    exact hM.isHermitian.eq
  -- project the amplitude equation on the first-order amplitudes
  have key : ∀ t, E t + secondOrder M v * t ^ 2 = t * E t * ((M⁻¹ *ᵥ v) ⬝ᵥ d t) := fun t => by
    have h1 : (M⁻¹ *ᵥ v) ⬝ᵥ (M *ᵥ d t) = v ⬝ᵥ d t := by
      rw [dotProduct_mulVec, ← mulVec_transpose, hT, mulVec_mulVec, mul_nonsing_inv _ hdet,
        one_mulVec]
    have h2 := congrArg (fun x => (M⁻¹ *ᵥ v) ⬝ᵥ x) (hd t)
    simp only [dotProduct_add, dotProduct_smul, smul_eq_mul] at h2
    rw [h1, dotProduct_comm (M⁻¹ *ᵥ v) v] at h2
    rw [secondOrder]
    linear_combination t * h2 + hE t
  have hc : ∀ a : n → ℝ, Continuous fun x : n → ℝ => a ⬝ᵥ x := fun a => by
    simp only [dotProduct]
    fun_prop
  have L : ∀ a : n → ℝ, Tendsto (fun t => a ⬝ᵥ (t⁻¹ • d t)) (𝓝[≠] 0)
      (𝓝 (a ⬝ᵥ (-(M⁻¹ *ᵥ v)))) := fun a => ((hc a).tendsto _).comp hx
  have P := (L v).mul (L (M⁻¹ *ᵥ v))
  rw [dotProduct_neg, dotProduct_neg, neg_mul_neg] at P
  refine P.congr' ?_
  filter_upwards [self_mem_nhdsWithin] with t ht
  have ht0 : t ≠ 0 := ht
  rw [key t, hE t, dotProduct_smul, dotProduct_smul]
  simp only [smul_eq_mul]
  field_simp

/-- For positive definite `M`, the Davidson correction `(1 - w) E`, divided by `t⁴`, tends to `-q s`
as `t → 0`. -/
theorem davidson_fourth_order {M : Matrix n n ℝ} (hM : M.PosDef) {v : n → ℝ} {E : ℝ → ℝ}
    {ψ : ℝ → Unit ⊕ n → ℝ} (h : ∀ t, IsGroundState (ciMatrix M v t) (E t) (ψ t)) :
    Tendsto (fun t => (1 - refWeight (ψ t)) * E t / t ^ 4) (𝓝[≠] 0)
      (𝓝 (-(secondOrder M v * firstOrderNorm M v))) := by
  choose d hE hd hn hw using fun t => exists_amplitudes hM (h t)
  have hx := amplitude_limit hM hE hd hn
  have c1 : Continuous fun x : n → ℝ => v ⬝ᵥ x := by
    simp only [dotProduct]
    fun_prop
  have c2 : Continuous fun x : n → ℝ => x ⬝ᵥ x := by
    simp only [dotProduct]
    fun_prop
  have L1 : Tendsto (fun t => v ⬝ᵥ (t⁻¹ • d t)) (𝓝[≠] 0) (𝓝 (-secondOrder M v)) := by
    rw [secondOrder, ← dotProduct_neg]
    exact (c1.tendsto _).comp hx
  have L2 : Tendsto (fun t => (t⁻¹ • d t) ⬝ᵥ (t⁻¹ • d t)) (𝓝[≠] 0)
      (𝓝 (firstOrderNorm M v)) := by
    have e : firstOrderNorm M v = (-(M⁻¹ *ᵥ v)) ⬝ᵥ (-(M⁻¹ *ᵥ v)) := by
      rw [firstOrderNorm, neg_dotProduct, dotProduct_neg, neg_neg]
    rw [e]
    exact (c2.tendsto _).comp hx
  have L3 : Tendsto (fun t : ℝ => t ^ 2) (𝓝[≠] 0) (𝓝 0) := by
    have hc : Continuous fun t : ℝ => t ^ 2 := by fun_prop
    have h0 := hc.tendsto 0
    rw [zero_pow two_ne_zero] at h0
    exact h0.mono_left nhdsWithin_le_nhds
  have L4 := (L3.mul L2).const_add 1
  rw [zero_mul, add_zero] at L4
  have P := (L1.mul L2).div L4 one_ne_zero
  rw [div_one, neg_mul] at P
  refine P.congr' ?_
  filter_upwards [self_mem_nhdsWithin] with t ht
  have ht0 : t ≠ 0 := ht
  have hdd : 0 ≤ d t ⬝ᵥ d t := Finset.sum_nonneg fun i _ => mul_self_nonneg _
  have hxx : (t⁻¹ • d t) ⬝ᵥ (t⁻¹ • d t) = (d t ⬝ᵥ d t) / t ^ 2 := by
    rw [smul_dotProduct, dotProduct_smul]
    simp only [smul_eq_mul]
    field_simp
  have hvx : v ⬝ᵥ (t⁻¹ • d t) = (v ⬝ᵥ d t) / t := by
    rw [dotProduct_smul, smul_eq_mul, div_eq_inv_mul]
  have hpos : 1 + d t ⬝ᵥ d t ≠ 0 := by linarith
  have hw1 : 1 - 1 / (1 + d t ⬝ᵥ d t) = (d t ⬝ᵥ d t) / (1 + d t ⬝ᵥ d t) := by
    rw [eq_div_iff hpos, sub_mul, one_mul, div_mul_cancel₀ _ hpos]
    ring
  have hcancel : t ^ 2 * ((d t ⬝ᵥ d t) / t ^ 2) = d t ⬝ᵥ d t :=
    mul_div_cancel₀ _ (pow_ne_zero 2 ht0)
  simp only [Pi.div_apply]
  rw [hxx, hvx, hcancel, hw t, hw1, hE t]
  field_simp

/-- For positive definite `M`, the Davidson-corrected energy `(2 - w) E` agrees with the
second-order energy `-q t²` up to an error that vanishes faster than `t⁴`. -/
theorem davidson_cancels_renormalisation {M : Matrix n n ℝ} (hM : M.PosDef) {v : n → ℝ}
    {E : ℝ → ℝ} {ψ : ℝ → Unit ⊕ n → ℝ}
    (h : ∀ t, IsGroundState (ciMatrix M v t) (E t) (ψ t)) :
    Tendsto (fun t => ((2 - refWeight (ψ t)) * E t + secondOrder M v * t ^ 2) / t ^ 4)
      (𝓝[≠] 0) (𝓝 0) := by
  have P := (energy_fourth_order hM h).add (davidson_fourth_order hM h)
  rw [add_neg_cancel] at P
  refine P.congr fun t => ?_
  ring

/-- For positive definite `M` and nonzero coupling vector `v`, the renormalisation term `q s` is
strictly positive. -/
theorem renormalisation_pos {M : Matrix n n ℝ} (hM : M.PosDef) {v : n → ℝ} (hv : v ≠ 0) :
    0 < secondOrder M v * firstOrderNorm M v := by
  have hdet : IsUnit M.det := hM.det_pos.ne'.isUnit
  have hq := hM.inv.dotProduct_mulVec_pos hv
  rw [star_trivial] at hq
  have hu : M⁻¹ *ᵥ v ≠ 0 := by
    intro hz
    rw [hz, dotProduct_zero] at hq
    exact lt_irrefl _ hq
  have hs : 0 ≤ firstOrderNorm M v := Finset.sum_nonneg fun i _ => mul_self_nonneg _
  exact mul_pos hq (lt_of_le_of_ne hs fun h0 => hu (dotProduct_self_eq_zero.1 h0.symm))

end

end DavidsonFourthOrder
```

```lean
#print axioms DavidsonFourthOrder.exists_groundState
#print axioms DavidsonFourthOrder.davidson_cancels_renormalisation
#print axioms DavidsonFourthOrder.renormalisation_pos
```

```
'DavidsonFourthOrder.exists_groundState' depends on axioms: [propext, Classical.choice, Quot.sound]
'DavidsonFourthOrder.davidson_cancels_renormalisation' depends on axioms: [propext, Classical.choice, Quot.sound]
'DavidsonFourthOrder.renormalisation_pos' depends on axioms: [propext, Classical.choice, Quot.sound]
```

## One excited configuration in numbers

Take $t=10/99$. Then $\sqrt{1+4t^2}=101/99$ and $E=-1/99$. The excited amplitude relative to the reference is $d=E/t=-1/10$, so $w=1/(1+d^2)=100/101$.

The second-order energy is $-t^2=-100/9801$, and $E$ lies above it by $1/9801\approx1.02\times10^{-4}$. The correction is $(1-w)E=-1/9999$, which leaves a difference of about $2.0\times10^{-6}$. Divided by $t^4$, the difference falls from $0.98$ to $0.019$.

## The matrix and its ground state

Davidson's correction $(1-w)(E-E_{\rm ref})$ is added to the energy $E$ of a truncated configuration-interaction calculation as an estimate of the contribution of missing higher excitations. The theorems concern the size of this expression for a finite matrix at weak coupling, and do not compute those excitations.

`ciMatrix M v t` is
$$H(t)=\begin{pmatrix}0&t v^{T}\\ t v&M\end{pmatrix},$$
with `Unit` indexing the reference, `n` the excited configurations, and $E_{\rm ref}=0$. Positive definite $M$ means that every state built from excited configurations alone lies above the reference. Since $M$ stays fixed, "fourth order" counts powers of $t$ only, unlike a Møller–Plesset expansion, where the excited block also contains the perturbation.

`IsGroundState` asks for a nonzero eigenvector with the lowest eigenvalue. It need not be normalised: `refWeight` divides by $\psi\cdot\psi$, giving the usual $c_0^2$. With $u=M^{-1}v$, `secondOrder` is $q=v\cdot u$, so the second-order energy is $-qt^2$; `firstOrderNorm` is the squared norm $s=u\cdot u$.

The main theorem, `davidson_cancels_renormalisation`, takes any choice of ground state at each $t$, with no continuity assumed, and concludes
$$\frac{(2-w)E+qt^2}{t^4}\to0\qquad(t\to0,\ t\neq0).$$
Such choices exist by `exists_groundState`: an eigenvector below the whole eigenbasis would be orthogonal to it, hence zero. For $v\ne0$, `renormalisation_pos` gives $qs>0$, so the cancelled renormalisation energy $qs\,t^4$ is really present.

An actual calculation has one fixed coupling, and the limit supplies no error bound there.

## From the eigenvalue equation to the two limits

If $E>0$, all eigenvalues of $H$ would be positive, contradicting its zero diagonal entry. So $E\le0$ (`energy_nonpos`).

Write $\psi=(a,c)$. If $a=0$, then $c\neq0$ and $Mc=Ec$, which contradicts $c\cdot Mc>0$. Hence $d=c/a$ is defined, and
$$E=t\,v\cdot d,\qquad Md+tv=Ed,\qquad w=\frac1{1+d\cdot d}.$$
Multiplying the second equation by $d$ gives $d\cdot Md=E(d\cdot d-1)$. If $d\cdot d>1$, the left side is positive and the right side is not, so $d\cdot d\le1$. This is `exists_amplitudes`.

Applying $M^{-1}$ gives
$$d=tF(d),\qquad F(x)=(v\cdot x)M^{-1}x-u.$$
`amplitude_limit` deduces $d\to0$, and then $d/t=F(d)\to F(0)=-u$.

Multiplying the amplitude equation by $u$ gives $v\cdot d+tq=E\,u\cdot d$, because $M$ is symmetric. Multiplication by $t$ yields $E+qt^2=tE\,u\cdot d$, so
$$\frac{E+qt^2}{t^4}=\frac{E}{t^2}\,\frac{u\cdot d}{t}\to(-q)(-s)=qs.$$
This is `energy_fourth_order`. For `davidson_fourth_order`, the weight formula gives
$$\frac{(1-w)E}{t^4}=\frac{E}{t^2}\,\frac{d\cdot d}{t^2}\,\frac1{1+d\cdot d}\to-qs.$$
The main theorem adds the two limits.

## Compactness in place of a perturbation series

Mathlib's `choose` selects amplitudes separately at each $t$, so nothing says in advance that $d$ varies continuously. The bound $d\cdot d\le1$ puts every $d$ in a closed unit ball, which is compact in finite dimension. Mathlib's `exists_bound_of_continuousOn` then supplies a constant $C$ with $\|F(d)\|\le C$ for all $t$, and $\|d\|\le C|t|$ follows.

The norm on `n → ℝ` is the largest absolute component, which is why `hball` checks the ball condition component by component. Continuity of $F$ at zero then gives the limit of $d/t$ without differentiating an eigenvector.
